# Kramers relations between the spin blocks of D = (1 − L·σ)/3 on the p shell

The model is a finite one-particle space, three real p orbitals times two spin states (α and β, the σ_z = +1 and −1 states), with (L_k)_ab = −i ε_kab (ħ = 1), the spin-orbit operator L·σ = Σ_k L_k ⊗ σ_k, and the fixed 6×6 matrix D = (1 − L·σ)/3. The theorem `D_kramers` states that for all orbital indices a and b, D^ββ_ab = conj D^αα_ab and D^βα_ab = −conj D^αβ_ab, which is the block form that time-reversal (Kramers) symmetry takes in a basis of real orbitals. The attempt splits the conjunction, runs through the nine orbital pairs of each half with `fin_cases`, and asks `simp` to unfold the definitions and compare the entries.

Lean 4 with Mathlib refuses this proof:

```lean
import Mathlib

open Matrix Complex
open scoped Kronecker ComplexConjugate

namespace PShellSpinOrbitExchange

noncomputable section

/-- Operators on the three real p orbitals. -/
abbrev M3 := Matrix (Fin 3) (Fin 3) ℂ

/-- Operators on p-shell spinors, indexed by (orbital, spin). -/
abbrev M6 := Matrix (Fin 3 × Fin 2) (Fin 3 × Fin 2) ℂ

/-- The Levi-Civita symbol ε_kab. -/
def eps : Fin 3 → Fin 3 → Fin 3 → ℂ :=
  ![![![0, 0, 0], ![0, 0, 1], ![0, -1, 0]],
    ![![0, 0, -1], ![0, 0, 0], ![1, 0, 0]],
    ![![0, 1, 0], ![-1, 0, 0], ![0, 0, 0]]]

/-- Orbital angular momentum in the real p basis, (L_k)_ab = -i ε_kab. -/
def L (k : Fin 3) : M3 := Matrix.of fun a b => -I * eps k a b

/-- The Pauli matrices σ_x, σ_y, σ_z. -/
def pauli : Fin 3 → Matrix (Fin 2) (Fin 2) ℂ :=
  ![!![0, 1; 1, 0], !![0, -I; I, 0], !![1, 0; 0, -1]]

/-- The spin-orbit operator L·σ = Σ_k L_k ⊗ σ_k. -/
def LS : M6 := ∑ k, L k ⊗ₖ pauli k

/-- The two-component density matrix D = (1 - L·σ)/3. -/
def D : M6 := (1 / 3 : ℂ) • (1 - LS)

/-- The spin blocks of D (α = 0, β = 1) satisfy, entrywise, D^ββ = conj D^αα and
D^βα = -conj D^αβ. -/
theorem D_kramers (a b : Fin 3) :
    D (a, 1) (b, 1) = conj (D (a, 0) (b, 0)) ∧ D (a, 1) (b, 0) = -conj (D (a, 0) (b, 1)) := by
  constructor <;> fin_cases a <;> fin_cases b <;>
    simp [D, LS, L, eps, pauli, Matrix.one_apply, Fin.sum_univ_three]

end

end PShellSpinOrbitExchange
```

Messages:

```
Main.lean:38:92: error: unsolved goals
case left.«0».«0»
⊢ 3 = (starRingEnd ℂ) 3

case left.«0».«1»
⊢ 3 = (starRingEnd ℂ) 3

case left.«1».«0»
⊢ 3 = (starRingEnd ℂ) 3

case left.«1».«1»
⊢ 3 = (starRingEnd ℂ) 3

case left.«2».«2»
⊢ 3 = (starRingEnd ℂ) 3

case right.«0».«2»
⊢ 3 = (starRingEnd ℂ) 3

case right.«1».«2»
⊢ 3 = (starRingEnd ℂ) 3

case right.«2».«0»
⊢ 3 = (starRingEnd ℂ) 3

case right.«2».«1»
⊢ 3 = (starRingEnd ℂ) 3
Main.lean:40:32: warning: This simp argument is unused:
  Matrix.one_apply

Hint: Omit it from the simp argument list.
  [apply] simp [D, LS, L, eps, pauli, Fin.sum_univ_three]

Note: This linter can be disabled with `set_option linter.unusedSimpArgs false`
```

What went wrong. The error lists nine of the eighteen cases as unsolved: five for the ββ/αα relation (`left`) and four for the βα/αβ relation (`right`). These are the cases where the entry of `D` is nonzero, so that the prefactor 1/3 matters. In each, `simp` has reduced the goal to `3 = (starRingEnd ℂ) 3`, where `starRingEnd ℂ` is the conjugation written `conj`. What remains is that conjugation fixes the numeral 3. This is true, but neither the default simp set nor the listed arguments gave `simp` a rule that evaluates the conjugate of that numeral, so it stopped there.

The diff adds `h3 : (starRingEnd ℂ) 3 = 3`, obtained from `map_ofNat`, which says that a ring homomorphism, here conjugation, sends a numeral to the same numeral. Passing `h3` to `simp` lets it rewrite the conjugated 3 to 3, and the nine cases close.

The warning says that `Matrix.one_apply` was not used by the `simp` call. It is unrelated to the failure, and removing that argument is tidying.

Fix (accepted with no message):

```diff
@@ -37,6 +37,7 @@
 theorem D_kramers (a b : Fin 3) :
     D (a, 1) (b, 1) = conj (D (a, 0) (b, 0)) ∧ D (a, 1) (b, 0) = -conj (D (a, 0) (b, 1)) := by
+  have h3 : (starRingEnd ℂ) 3 = 3 := map_ofNat (starRingEnd ℂ) 3
   constructor <;> fin_cases a <;> fin_cases b <;>
-    simp [D, LS, L, eps, pauli, Matrix.one_apply, Fin.sum_univ_three]
+    simp [D, LS, L, eps, pauli, Fin.sum_univ_three, h3]
 
 end
```
